# A Cartesian power times a Gaussian is a finite sum of Hermite Gaussians

Let x, P and A be real numbers, let p > 0, and let L_t(x) be the t-th derivative of exp(−p(x−P)²) with respect to the centre P. Then for every natural number i

(x−A)^i exp(−p(x−P)²) = Σ_{t=0}^{i} E_t^i L_t(x),

where the coefficients start from E_0^0 = 1, with all other E_t^0 = 0, and are built by

E_t^{i+1} = E_{t−1}^i/(2p) + (P−A) E_t^i + (t+1) E_{t+1}^i,

with E zero for negative t. The theorem `cartesian_expansion` proves this for every real p ≠ 0. A second theorem extends it to a product of two Cartesian Gaussians on different centres.

In Hartree-Fock calculations with Gaussian basis functions, such products are the charge distributions that enter the integrals. The result covers one Cartesian direction and unnormalised primitive functions; a three-dimensional primitive is a product of three such factors.

```lean
import Mathlib

open Finset

namespace HermiteGaussianExpansion

noncomputable section
```

## Hermite Gaussians as derivatives in the centre

The position x is held fixed and the centre varies. Writing Q for the variable centre,

L_t(x) = (d/dQ)^t exp(−p(x−Q)²), evaluated at Q = P.

In Lean, `hermiteGaussian p x t` is a function of the centre, and `hermiteGaussian p x t P` is its value L_t(x) at P. Since the sign convention is that of a derivative in the centre and not in x, L_1 = 2p(x−P)L_0 has a plus sign.

```lean
/-- The Hermite Gaussian `L_t(x)`: the `t`-th derivative of `exp(-p(x-P)^2)` with respect to
the centre `P`, as a function of `P`. -/
def hermiteGaussian (p x : ℝ) (t : ℕ) : ℝ → ℝ :=
  iteratedDeriv t (fun Q => Real.exp (-p * (x - Q) ^ 2))
```

Another definition would be the closed form L_t(x) = p^{t/2} H_t(√p (x−P)) exp(−p(x−P)²), with H_t the Hermite polynomial in the physicists' convention. The three-term recurrence below would then come from the known one for H_t, but the derivative property would need a proof of its own, and the real square root would tie the statement to p > 0.

## The coefficient recurrence

Write d = P−A for the displacement from the Cartesian centre to the Gaussian centre. One step takes a coefficient sequence E to a new sequence E′:

E′_0 = d E_0 + E_1

E′_{t+1} = E_t/(2p) + d E_{t+1} + (t+2) E_{t+2}

This is the recurrence of the opening with t = 0 treated separately, so that no negative index occurs. In the second line the index is shifted by one, which turns the factor t+1 into t+2.

```lean
/-- The recurrence that raises a Cartesian power by one, where `d` is the signed displacement from
the Cartesian centre to the Gaussian centre. -/
def raise (p d : ℝ) (E : ℕ → ℝ) : ℕ → ℝ
  | 0 => d * E 0 + E 1
  | t + 1 => E t / (2 * p) + d * E (t + 1) + ((t : ℝ) + 2) * E (t + 2)
```

Starting from the sequence 1, 0, 0, … and applying the step i times gives E_t^i, which is `hermiteCoeff p d i t`. The power i comes before the order t among the arguments.

```lean
/-- The expansion coefficients `E_t^i` for one Cartesian centre, with `d = P - A`. -/
def hermiteCoeff (p d : ℝ) : ℕ → ℕ → ℝ
  | 0 => fun t => if t = 0 then 1 else 0
  | i + 1 => raise p d (hermiteCoeff p d i)
```

For two Cartesian centres A and B, the power on A is raised i times with displacement P−A, and then the power on B is raised j times with displacement P−B. The result is E_t^{ij}.

```lean
/-- The expansion coefficients `E_t^{ij}` for two Cartesian centres, with `dA = P - A` and
`dB = P - B`. -/
def pairCoeff (p dA dB : ℝ) (i : ℕ) : ℕ → ℕ → ℝ
  | 0 => hermiteCoeff p dA i
  | j + 1 => raise p dB (pairCoeff p dA dB i j)
```

As an example, take p = 1, A = 0 and P = 1, so d = 1. The recurrence gives

E^0 = (1), E^1 = (1, 1/2), E^2 = (3/2, 1, 1/4).

At x = 2 the left side of the expansion for i = 2 is 4e⁻¹. On the right, L_0 = e⁻¹, L_1 = 2e⁻¹ and L_2 = 2e⁻¹, and the sum is (3/2 + 2 + 1/2)e⁻¹ = 4e⁻¹.

## Differentiation raises the order

By definition,

dL_t/dP = L_{t+1}.

The Gaussian is smooth in its centre, so its t-th derivative is itself differentiable, and the derivative of that is the (t+1)-th. The proof obtains the smoothness from `fun_prop` and then applies the rule for one further iterated derivative.

```lean
/-- Differentiating a Hermite Gaussian with respect to its centre raises its order by one. -/
theorem hasDerivAt_hermiteGaussian (p x : ℝ) (t : ℕ) (P : ℝ) :
    HasDerivAt (hermiteGaussian p x t) (hermiteGaussian p x (t + 1) P) P := by
  have hc : ContDiff ℝ ((t + 1 : ℕ) : WithTop ℕ∞)
      (fun Q : ℝ => Real.exp (-p * (x - Q) ^ 2)) := by fun_prop
  have hd := hc.differentiable_iteratedDeriv t (by exact_mod_cast Nat.lt_succ_self t)
  unfold hermiteGaussian
  rw [iteratedDeriv_succ]
  exact (hd P).hasDerivAt
```

## The three-term recurrence

The claim is

L_{t+1} = 2p((x−P) L_t − t L_{t−1}).

For t = 0 the chain rule gives L_1 = 2p(x−P)L_0. Suppose the formula holds at order t for every centre. Differentiating both sides with respect to P gives

L_{t+2} = 2p(−L_t + (x−P)L_{t+1} − t L_t)
= 2p((x−P)L_{t+1} − (t+1)L_t),

which is the formula at order t+1.

The Lean induction keeps P general, because the hypothesis has to be differentiated as an identity between functions of the centre. Both sides then have a derivative at P, and uniqueness of the derivative equates the two expressions. For t = 0 the natural-number index t−1 is read as 0, which is harmless because the term carries the factor t; the auxiliary equation `hz` deals with this case.

```lean
/-- The three-term recurrence `L_(t+1) = 2p((x-P) L_t - t L_(t-1))`. -/
theorem hermiteGaussian_succ (p x : ℝ) (t : ℕ) (P : ℝ) :
    hermiteGaussian p x (t + 1) P =
      2 * p * ((x - P) * hermiteGaussian p x t P - t * hermiteGaussian p x (t - 1) P) := by
  induction t generalizing P with
  | zero =>
    have e : hermiteGaussian p x 0 = fun Q => Real.exp (-p * (x - Q) ^ 2) := iteratedDeriv_zero
    have h1 : HasDerivAt (fun Q : ℝ => -p * (x - Q) ^ 2) (2 * p * (x - P)) P := by
      refine ((((hasDerivAt_id' P).const_sub x).fun_pow 2).const_mul (-p)).congr_deriv ?_
      show -p * (((2 : ℕ) : ℝ) * (x - P) ^ 1 * (-1)) = _
      push_cast
      ring
    have h2 := hasDerivAt_hermiteGaussian p x 0 P
    rw [e] at h2
    have h3 := h2.unique h1.exp
    rw [h3, e]
    push_cast
    ring
  | succ t ih =>
    -- differentiate the previous recurrence with respect to the centre
    have e : hermiteGaussian p x (t + 1) = fun Q => 2 * p * ((x - Q) * hermiteGaussian p x t Q
        - t * hermiteGaussian p x (t - 1) Q) := funext ih
    have h : HasDerivAt (fun Q => 2 * p * ((x - Q) * hermiteGaussian p x t Q
        - t * hermiteGaussian p x (t - 1) Q))
        (2 * p * ((-1 * hermiteGaussian p x t P + (x - P) * hermiteGaussian p x (t + 1) P)
          - t * hermiteGaussian p x (t - 1 + 1) P)) P :=
      ((((hasDerivAt_id' P).const_sub x).fun_mul (hasDerivAt_hermiteGaussian p x t P)).fun_sub
        ((hasDerivAt_hermiteGaussian p x (t - 1) P).const_mul (t : ℝ))).const_mul (2 * p)
    have h1 := hasDerivAt_hermiteGaussian p x (t + 1) P
    have h2 := (h.congr_of_eventuallyEq (Filter.Eventually.of_forall ih)).unique h1
    have hz : (t : ℝ) * hermiteGaussian p x (t - 1 + 1) P = t * hermiteGaussian p x t P := by
      cases t with
      | zero => simp
      | succ s => rfl
    rw [Nat.add_sub_cancel]
    push_cast
    linear_combination -h2 - 2 * p * hz
```

Dividing by 2p and rearranging gives the action of x−P on a Hermite Gaussian:

(x−P) L_t = L_{t+1}/(2p) + t L_{t−1}.

Here p ≠ 0 is needed. Physically p is the Gaussian exponent, and p = 0 would mean a constant function, which does not decay and whose derivatives in the centre vanish from the first order on. Negative p is allowed by the algebra but describes a growing function and not an orbital.

```lean
/-- Multiplication by `x - P` on a Hermite Gaussian, for `p ≠ 0`: `(x-P) L_t = L_(t+1)/(2p) + t
L_(t-1)`. -/
theorem mul_hermiteGaussian {p : ℝ} (hp : p ≠ 0) (x P : ℝ) (t : ℕ) :
    (x - P) * hermiteGaussian p x t P =
      hermiteGaussian p x (t + 1) P / (2 * p) + t * hermiteGaussian p x (t - 1) P := by
  rw [hermiteGaussian_succ, mul_div_cancel_left₀ _ (mul_ne_zero two_ne_zero hp)]
  ring
```

## The recurrence is multiplication by x−A

Since x−A = (x−P) + d, each term of an expansion becomes

(x−A) E_t L_t = E_t L_{t+1}/(2p) + d E_t L_t + t E_t L_{t−1}.

Collecting the coefficient of L_t gives E_{t−1}/(2p) + d E_t + (t+1)E_{t+1}, which is E′_t. To keep track of the ends of the sum, cut it off at order m:

Σ_{t=0}^{m} E′_t L_t = (x−A) Σ_{t=0}^{m} E_t L_t − E_m L_{m+1}/(2p) + (m+1) E_{m+1} L_m.

For m = 0 both sides equal (d E_0 + E_1)L_0, by the formula for (x−P)L_0. Going from m to m+1 adds

E′_{m+1} L_{m+1} = E_m L_{m+1}/(2p) + d E_{m+1} L_{m+1} + (m+2) E_{m+2} L_{m+1}

to the left side. Its first term cancels the old boundary term in E_m. The other old boundary term combines with the middle one, by the formula for (x−P)L_{m+1}:

d E_{m+1} L_{m+1} + (m+1) E_{m+1} L_m = (x−A) E_{m+1} L_{m+1} − E_{m+1} L_{m+2}/(2p).

This supplies the new term of the sum and one new boundary term; the term in E_{m+2} is the other.

If E_t = 0 for all t > n, choosing m = n+1 makes both boundary terms vanish, and the last term of the sum on the right is zero as well. What remains is

Σ_{t=0}^{n+1} E′_t L_t = (x−A) Σ_{t=0}^{n} E_t L_t.

In the code `key` is the identity with boundary terms, and `range (n + 2)` runs over t = 0, …, n+1. Each `linear_combination` inserts the formula for (x−P)L_t with the appropriate coefficient.

```lean
/-- On a Hermite expansion of order at most `n`, the coefficient recurrence is multiplication
by `x - A`. -/
theorem sum_raise {p : ℝ} (hp : p ≠ 0) (x P A : ℝ) (E : ℕ → ℝ) (n : ℕ)
    (hE : ∀ t, n < t → E t = 0) :
    ∑ t ∈ range (n + 2), raise p (P - A) E t * hermiteGaussian p x t P =
      (x - A) * ∑ t ∈ range (n + 1), E t * hermiteGaussian p x t P := by
  -- partial sums agree up to two boundary terms
  have key : ∀ m : ℕ, ∑ t ∈ range (m + 1), raise p (P - A) E t * hermiteGaussian p x t P =
      (x - A) * ∑ t ∈ range (m + 1), E t * hermiteGaussian p x t P
        - E m * (hermiteGaussian p x (m + 1) P / (2 * p))
        + ((m : ℝ) + 1) * E (m + 1) * hermiteGaussian p x m P := by
    intro m
    induction m with
    | zero =>
      have h := mul_hermiteGaussian hp x P 0
      simp only [zero_add, sum_range_one, raise, Nat.cast_zero, zero_mul, add_zero] at h ⊢
      linear_combination -E 0 * h
    | succ m ih =>
      have h := mul_hermiteGaussian hp x P (m + 1)
      rw [Nat.add_sub_cancel] at h
      rw [sum_range_succ, ih, sum_range_succ _ (m + 1)]
      simp only [raise]
      push_cast at h ⊢
      linear_combination -E (m + 1) * h
  -- the boundary terms vanish beyond order n
  rw [key (n + 1), sum_range_succ _ (n + 1), hE (n + 1) (by omega), hE (n + 1 + 1) (by omega)]
  ring
```

## Where the coefficients stop

If E vanishes above order n, then E′ vanishes above order n+1, because E′_t involves only E_{t−1}, E_t and E_{t+1}.

```lean
/-- Raising a Cartesian power extends the range of non-zero coefficients by at most one. -/
theorem raise_eq_zero (p d : ℝ) (E : ℕ → ℝ) (n : ℕ) (hE : ∀ t, n < t → E t = 0) :
    ∀ t, n + 1 < t → raise p d E t = 0 := by
  intro t ht
  cases t with
  | zero => omega
  | succ t =>
    simp [raise, hE t (by omega), hE (t + 1) (by omega), hE (t + 2) (by omega)]
```

Starting from a single nonzero entry at t = 0, induction on i gives

E_t^i = 0 for t > i.

```lean
/-- The coefficient `E_t^i` vanishes for `t > i`. -/
theorem hermiteCoeff_eq_zero (p d : ℝ) (i : ℕ) : ∀ t, i < t → hermiteCoeff p d i t = 0 := by
  induction i with
  | zero =>
    intro t ht
    exact if_neg (by omega)
  | succ i ih => exact raise_eq_zero p d _ i ih
```

The upper limit t = i is reached. In the step to E_{i+1}^{i+1} the terms with E_{i+1}^i and E_{i+2}^i vanish, so

E_{i+1}^{i+1} = E_i^i/(2p), and hence E_i^i = 1/(2p)^i.

The highest coefficient is therefore nonzero and independent of the displacement.

```lean
/-- The highest coefficient is `E_i^i = 1/(2p)^i`, written without division. -/
theorem hermiteCoeff_top {p : ℝ} (hp : p ≠ 0) (d : ℝ) (i : ℕ) :
    hermiteCoeff p d i i * (2 * p) ^ i = 1 := by
  induction i with
  | zero => simp [hermiteCoeff]
  | succ i ih =>
    have h : hermiteCoeff p d (i + 1) (i + 1) = hermiteCoeff p d i i / (2 * p) := by
      simp [hermiteCoeff, raise, hermiteCoeff_eq_zero p d i (i + 1) (by omega),
        hermiteCoeff_eq_zero p d i (i + 2) (by omega)]
    rw [h, pow_succ', ← mul_assoc, div_mul_cancel₀ _ (mul_ne_zero two_ne_zero hp), ih]
```

## The expansion about one Cartesian centre

For i = 0 the sum has the single term L_0 = exp(−p(x−P)²). If the expansion holds for i, then

(x−A)^{i+1} exp(−p(x−P)²) = (x−A) Σ_{t=0}^{i} E_t^i L_t = Σ_{t=0}^{i+1} E_t^{i+1} L_t,

where the last equality is the multiplication rule with n = i.

The theorem states this for all real x, P and A, every natural number i and every p ≠ 0. It is an exact pointwise identity. The Lean proof follows the same induction, with `sum_raise` as the step and `hermiteCoeff_eq_zero` providing its vanishing condition.

```lean
/-- A Gaussian centred at `P` times a Cartesian power about `A` is a finite sum of Hermite
Gaussians with the coefficients `E_t^i`. -/
theorem cartesian_expansion {p : ℝ} (hp : p ≠ 0) (x P A : ℝ) (i : ℕ) :
    (x - A) ^ i * Real.exp (-p * (x - P) ^ 2) =
      ∑ t ∈ range (i + 1), hermiteCoeff p (P - A) i t * hermiteGaussian p x t P := by
  induction i with
  | zero => simp [hermiteCoeff, hermiteGaussian]
  | succ i ih =>
    rw [pow_succ', mul_assoc, ih]
    exact (sum_raise hp x P A _ i (hermiteCoeff_eq_zero p (P - A) i)).symm
```

## The product of two Cartesian Gaussians

Let the two functions have exponents a and b and centres A and B, and set

p = a+b, P = (aA+bB)/p.

Completing the square gives

a(x−A)² + b(x−B)² = p(x−P)² + (ab/p)(A−B)²,

so the product of the two exponentials is K exp(−p(x−P)²), with K = exp(−(ab/p)(A−B)²). The one-centre theorem expands (x−A)^i exp(−p(x−P)²). Multiplying by x−B a total of j times, with the same rule and displacement P−B, yields

(x−A)^i exp(−a(x−A)²) · (x−B)^j exp(−b(x−B)²) = K Σ_{t=0}^{i+j} E_t^{ij} L_t(x).

In this formula L_t has exponent p and centre P. The only hypothesis is a+b ≠ 0, which positive orbital exponents satisfy. The factor K stands outside the sum; absorbing it into E_0^{00} would multiply every coefficient by K.

In the proof, `hG` is the product rule for the exponentials, `hz` says that the pair coefficients vanish above order i+k after k steps on the second centre, and `hS` is the induction on k. The final line multiplies the product rule by the two Cartesian powers.

The theorem concerns the distribution before any integration. In an integral code, the derivatives in P can be taken outside the integral over x under the usual regularity conditions, which leaves derivatives of integrals over plain Gaussians; that further step is not formalised here.

```lean
/-- The product of two Cartesian Gaussians on centres `A` and `B` is a finite sum of Hermite
Gaussians at the exponent-weighted centre, times the factor `exp(-(ab/(a+b))(A-B)^2)`. -/
theorem overlap_distribution_expansion {a b : ℝ} (hab : a + b ≠ 0) (x A B : ℝ) (i j : ℕ) :
    ((x - A) ^ i * Real.exp (-a * (x - A) ^ 2)) * ((x - B) ^ j * Real.exp (-b * (x - B) ^ 2)) =
      Real.exp (-(a * b / (a + b)) * (A - B) ^ 2) * ∑ t ∈ range (i + j + 1),
        pairCoeff (a + b) ((a * A + b * B) / (a + b) - A) ((a * A + b * B) / (a + b) - B) i j t
          * hermiteGaussian (a + b) x t ((a * A + b * B) / (a + b)) := by
  -- the Gaussian product rule
  have hG : Real.exp (-a * (x - A) ^ 2) * Real.exp (-b * (x - B) ^ 2) =
      Real.exp (-(a * b / (a + b)) * (A - B) ^ 2) *
        Real.exp (-(a + b) * (x - (a * A + b * B) / (a + b)) ^ 2) := by
    rw [← Real.exp_add, ← Real.exp_add]
    congr 1
    field_simp
    ring
  generalize (a * A + b * B) / (a + b) = P at hG ⊢
  have hz : ∀ k t, i + k < t → pairCoeff (a + b) (P - A) (P - B) i k t = 0 := by
    intro k
    induction k with
    | zero => exact hermiteCoeff_eq_zero _ _ i
    | succ k ih => exact raise_eq_zero _ _ _ (i + k) ih
  -- raise the power on the second centre step by step
  have hS : ∀ k, (x - B) ^ k * ((x - A) ^ i * Real.exp (-(a + b) * (x - P) ^ 2)) =
      ∑ t ∈ range (i + k + 1), pairCoeff (a + b) (P - A) (P - B) i k t
        * hermiteGaussian (a + b) x t P := by
    intro k
    induction k with
    | zero =>
      rw [pow_zero, one_mul]
      exact cartesian_expansion hab x P A i
    | succ k ih =>
      rw [pow_succ', mul_assoc, ih]
      exact (sum_raise hab x P B _ (i + k) (hz k)).symm
  rw [← hS j]
  linear_combination (x - A) ^ i * (x - B) ^ j * hG

end

end HermiteGaussianExpansion
```

```lean
#print axioms HermiteGaussianExpansion.hermiteCoeff_top
-- 'HermiteGaussianExpansion.hermiteCoeff_top' depends on axioms: [propext, Classical.choice, Quot.sound]
#print axioms HermiteGaussianExpansion.cartesian_expansion
-- 'HermiteGaussianExpansion.cartesian_expansion' depends on axioms: [propext, Classical.choice, Quot.sound]
#print axioms HermiteGaussianExpansion.overlap_distribution_expansion
-- 'HermiteGaussianExpansion.overlap_distribution_expansion' depends on axioms: [propext, Classical.choice, Quot.sound]
```
